# The derivative of a differentiable X2C decoupling matrix solves a Sylvester equation, uniquely if the decoupled blocks share no eigenvalue

When I compute a magnetic property with analytic X2C derivatives, one step solves a linear matrix equation for $X'$, the first-order change of the decoupling matrix $X$ with the field strength $s$. With Hamiltonian blocks $a,b,c,d$ in an orthonormal basis and the decoupling condition $c+dX-Xa-XbX=0$, the equation is

$$(d-Xb)X'-X'(a+bX)=-(c'+d'X-Xa'-Xb'X).$$

I take its solution to be the true derivative of $X$, provided that $d-Xb$ and $a+bX$ have no common eigenvalue. Can this be made rigorous and checked by machine, including the uniqueness?

## Differentiating the decoupling condition

Yes, if the Hamiltonian blocks and $X$ are differentiable at the point of interest and $X$ satisfies the condition at all field strengths near it. Write the Hamiltonian as $H=\begin{pmatrix}a&b\\c&d\end{pmatrix}$ and let $U=\begin{pmatrix}1&0\\X&1\end{pmatrix}$. Then

$$HU=\begin{pmatrix}a+bX&b\\c+dX&d\end{pmatrix},\qquad
U\begin{pmatrix}a+bX&b\\0&d-Xb\end{pmatrix}=\begin{pmatrix}a+bX&b\\X(a+bX)&d\end{pmatrix}.$$

These agree exactly when $c+dX=X(a+bX)$, which is the decoupling condition. Then $U^{-1}HU$ is block triangular, with diagonal blocks $a+bX$ and $d-Xb$, called the decoupled blocks here. The upper right block $b$ remains, but the eigenvalues of $H$ are those of the two diagonal blocks together.

Differentiating the condition, with the order of the factors kept, gives

$$c'+d'X+dX'-X'a-Xa'-X'bX-Xb'X-XbX'=0.$$

The terms with $X'$ are $(d-Xb)X'-X'(a+bX)$. Moving the others to the right gives the response equation.

## Why disjoint spectra make the solution unique

Set $A=d-Xb$ and $B=a+bX$. The difference $Y$ of two solutions obeys $AY=YB$. Hence $A^kY=YB^k$ for every $k$, and $p(A)Y=Yp(B)$ for every polynomial $p$. Let $p$ be the characteristic polynomial of $B$. Then $p(B)=0$ by Cayley–Hamilton, so $p(A)Y=0$. The eigenvalues of $p(A)$ are the numbers $p(\lambda)$ with $\lambda$ an eigenvalue of $A$. None is zero, because no $\lambda$ is an eigenvalue of $B$. So $p(A)$ is invertible and $Y=0$.

The map $Y\mapsto AY-YB$ is therefore injective on a finite-dimensional space, hence surjective, and every source has exactly one solution. Conversely, if $Au=\mu u$ and $w^TB=\mu w^T$ with $u,w\neq0$, then $Y=uw^T$ is a non-zero solution of the homogeneous equation, and uniqueness fails.

When $X$ is the electronic choice, $a+bX$ has the positive-energy eigenvalues and $d-Xb$ the negative-energy ones, so a gap between the two sets guarantees the condition.

## A two-level case with numbers

Take $a=1-s^2$, $b=c=2s$, $d=s^2-1$, which is decoupled by $X=s$. At $s=\tfrac12$ we have $d-Xb=-\tfrac54$ and $a+bX=\tfrac54$. The derivatives are $a'=-1$, $b'=c'=2$, $d'=1$, so the source is $-(2+\tfrac12+\tfrac12-\tfrac12)=-\tfrac52$. The equation reads $-\tfrac52X'=-\tfrac52$, so $X'=1$, as it should be. The electronic block $a+bX=1+s^2$ has slope $1$ here, and $a'+b'X+bX'=-1+1+1$ agrees.

## Solving for $X'$ in a program

The coefficient matrices $d-Xb$ and $a+bX$ are the same for every perturbation, so one decomposition of the two blocks serves all field components and nuclear moments. For a Hermitian $H$ both blocks are diagonalisable. In their eigenvector bases each element of the transformed source is divided by $\alpha_i-\beta_j$, where $\alpha_i$ and $\beta_j$ are the eigenvalues of $d-Xb$ and $a+bX$. A general Sylvester solver does the same job; SciPy's `solve_sylvester` expects a plus sign between the two terms, so $-(a+bX)$ is passed as its second argument.

## What the Lean statements say

The finite index types `n` and `m` label the upper and lower components, and `X` is an `m` by `n` matrix. `HasMatrixDeriv M M' t` means that every entry of the family `M` has the corresponding entry of `M'` as its derivative at the real field strength `t`. The hypothesis `∀ᶠ s in 𝓝 t` demands decoupling for all `s` near `t`, and `hgap` is the absence of a common eigenvalue. `decouplingResidual` is the left side of the decoupling condition; applied to the differentiated blocks with `X t`, it gives the source up to sign.

`response_equation` needs no spectral condition. `response_iff_eq_deriv` adds it and states that `Y` solves the equation exactly when `Y = X'`. `electronic_block_response` then gives the derivative of $a+bX$.

The result concerns a finite matrix Hamiltonian in an orthonormal basis with one real field parameter. If the orthonormalisation depends on the field, its derivative must be included in $a',b',c',d'$. The existence and differentiability of $X$ are assumed, and nothing singles out the electronic $X$ among the decoupling matrices. The renormalisation that makes the two-component Hamiltonian Hermitian, and its response, are not treated.

```lean
import Mathlib

open Matrix Topology

namespace X2CMagneticResponse

variable {l m n : Type*} [Fintype l] [Fintype m] [Fintype n]

/-- The decoupling residual `c + dX - Xa - XbX` of a Hamiltonian with blocks `a, b, c, d`. -/
def decouplingResidual (a : Matrix n n ℂ) (b : Matrix n m ℂ) (c : Matrix m n ℂ)
    (d : Matrix m m ℂ) (X : Matrix m n ℂ) : Matrix m n ℂ :=
  c + d * X - X * a - X * b * X

/-- The matrix family `M` has the derivative `M'` at field strength `t`, entry by entry. -/
def HasMatrixDeriv {p q : Type*} (M : ℝ → Matrix p q ℂ) (M' : Matrix p q ℂ) (t : ℝ) : Prop :=
  ∀ i j, HasDerivAt (fun s => M s i j) (M' i j) t

/-- The product rule for matrix families, with the order of the factors kept. -/
theorem HasMatrixDeriv.mul {p q : Type*} {M : ℝ → Matrix p l ℂ} {N : ℝ → Matrix l q ℂ}
    {M' : Matrix p l ℂ} {N' : Matrix l q ℂ} {t : ℝ}
    (hM : HasMatrixDeriv M M' t) (hN : HasMatrixDeriv N N' t) :
    HasMatrixDeriv (fun s => M s * N s) (M' * N t + M t * N') t := by
  intro i j
  simp only [Matrix.mul_apply, Matrix.add_apply, ← Finset.sum_add_distrib]
  exact HasDerivAt.fun_sum fun k _ => (hM i k).fun_mul (hN k j)

variable {a : ℝ → Matrix n n ℂ} {b : ℝ → Matrix n m ℂ} {c : ℝ → Matrix m n ℂ}
  {d : ℝ → Matrix m m ℂ} {X : ℝ → Matrix m n ℂ} {a' : Matrix n n ℂ} {b' : Matrix n m ℂ}
  {c' : Matrix m n ℂ} {d' : Matrix m m ℂ} {X' : Matrix m n ℂ} {t : ℝ}

/-- If `X` decouples the Hamiltonian at all field strengths near `t`, its derivative obeys the
first-order response equation, whose source is the residual of the differentiated blocks. -/
theorem response_equation (ha : HasMatrixDeriv a a' t) (hb : HasMatrixDeriv b b' t)
    (hc : HasMatrixDeriv c c' t) (hd : HasMatrixDeriv d d' t) (hX : HasMatrixDeriv X X' t)
    (h : ∀ᶠ s in 𝓝 t, decouplingResidual (a s) (b s) (c s) (d s) (X s) = 0) :
    (d t - X t * b t) * X' - X' * (a t + b t * X t)
      = -decouplingResidual a' b' c' d' (X t) := by
  -- the derivative of the residual vanishes
  have hR : c' + (d' * X t + d t * X') - (X' * a t + X t * a')
      - ((X' * b t + X t * b') * X t + X t * b t * X') = 0 := by
    ext i j
    have h1 : HasDerivAt
        (fun s => decouplingResidual (a s) (b s) (c s) (d s) (X s) i j)
        ((c' + (d' * X t + d t * X') - (X' * a t + X t * a')
          - ((X' * b t + X t * b') * X t + X t * b t * X')) i j) t :=
      (((hc i j).fun_add ((hd.mul hX) i j)).fun_sub ((hX.mul ha) i j)).fun_sub
        (((hX.mul hb).mul hX) i j)
    have h2 : HasDerivAt
        (fun s => decouplingResidual (a s) (b s) (c s) (d s) (X s) i j) 0 t := by
      refine (hasDerivAt_const t (0 : ℂ)).congr_of_eventuallyEq ?_
      filter_upwards [h] with s hs
      rw [hs, Matrix.zero_apply]
    exact h1.unique h2
  -- collect the terms that contain the unknown derivative
  refine sub_eq_zero.mp (Eq.trans ?_ hR)
  simp only [decouplingResidual, Matrix.sub_mul, Matrix.mul_add, Matrix.add_mul,
    ← Matrix.mul_assoc]
  abel

variable [DecidableEq m] [DecidableEq n]

/-- The residual vanishes exactly when the transformation built from `X` makes the Hamiltonian
block triangular, with diagonal blocks `a + bX` and `d - Xb`. -/
theorem residual_eq_zero_iff_block_triangular (a : Matrix n n ℂ) (b : Matrix n m ℂ)
    (c : Matrix m n ℂ) (d : Matrix m m ℂ) (X : Matrix m n ℂ) :
    decouplingResidual a b c d X = 0 ↔
      fromBlocks a b c d * fromBlocks 1 0 X 1
        = fromBlocks 1 0 X 1 * fromBlocks (a + b * X) b 0 (d - X * b) := by
  have e : decouplingResidual a b c d X = (c + d * X) - X * (a + b * X) := by
    simp only [decouplingResidual, Matrix.mul_add, ← Matrix.mul_assoc]
    abel
  rw [e, sub_eq_zero, fromBlocks_multiply, fromBlocks_multiply, fromBlocks_inj]
  simp

/-- A number belongs to the spectrum of a matrix exactly when it solves the secular equation. -/
theorem mem_spectrum_iff_det (A : Matrix n n ℂ) (μ : ℂ) :
    μ ∈ spectrum ℂ A ↔ (μ • (1 : Matrix n n ℂ) - A).det = 0 := by
  rw [spectrum.mem_iff, Matrix.isUnit_iff_isUnit_det, isUnit_iff_ne_zero, not_not,
    Algebra.algebraMap_eq_smul_one]

/-- A matrix that intertwines two matrices without a common eigenvalue is zero. -/
theorem intertwiner_eq_zero {A : Matrix m m ℂ} {B : Matrix n n ℂ} {Y : Matrix m n ℂ}
    (hAB : Disjoint (spectrum ℂ A) (spectrum ℂ B)) (h : A * Y = Y * B) : Y = 0 := by
  rcases isEmpty_or_nonempty m with hm | hm
  · ext i
    exact isEmptyElim i
  have hpow : ∀ k : ℕ, A ^ k * Y = Y * B ^ k := by
    intro k
    induction k with
    | zero => simp
    | succ k ih => rw [pow_succ, Matrix.mul_assoc, h, ← Matrix.mul_assoc, ih,
        Matrix.mul_assoc, ← pow_succ]
  have hpoly : ∀ p : Polynomial ℂ, Polynomial.aeval A p * Y = Y * Polynomial.aeval B p := by
    intro p
    induction p using Polynomial.induction_on' with
    | add p q hp hq => rw [map_add, map_add, Matrix.add_mul, Matrix.mul_add, hp, hq]
    | monomial k r =>
      simp only [Polynomial.aeval_monomial, Algebra.algebraMap_eq_smul_one, smul_mul_assoc,
        one_mul, Matrix.smul_mul, Matrix.mul_smul, hpow]
  -- the characteristic polynomial of `B` is invertible at `A`
  have hu : IsUnit (Polynomial.aeval A B.charpoly) := by
    by_contra hn
    have h0 := (spectrum.zero_mem_iff ℂ).2 hn
    rw [spectrum.map_polynomial_aeval_of_nonempty A B.charpoly
      (spectrum.nonempty_of_isAlgClosed_of_finiteDimensional ℂ A)] at h0
    obtain ⟨μ, hμ, hroot⟩ := h0
    refine Set.disjoint_left.mp hAB hμ ((mem_spectrum_iff_det B μ).2 ?_)
    rw [Matrix.smul_one_eq_diagonal, ← Matrix.scalar_apply, ← Matrix.eval_charpoly]
    exact hroot
  have hz := hpoly B.charpoly
  rw [Matrix.aeval_self_charpoly, Matrix.mul_zero] at hz
  obtain ⟨u, hu⟩ := hu
  rw [← hu] at hz
  calc Y = (↑u⁻¹ * ↑u : Matrix m m ℂ) * Y := by rw [Units.inv_mul, Matrix.one_mul]
    _ = 0 := by rw [Matrix.mul_assoc, hz, Matrix.mul_zero]

/-- The equation `AY - YB = R` has exactly one solution for every source `R` if and only if
`A` and `B` share no eigenvalue. -/
theorem uniquely_solvable_iff (A : Matrix m m ℂ) (B : Matrix n n ℂ) :
    (∀ R : Matrix m n ℂ, ∃! Y : Matrix m n ℂ, A * Y - Y * B = R) ↔
      Disjoint (spectrum ℂ A) (spectrum ℂ B) := by
  constructor
  · intro h
    rw [Set.disjoint_left]
    intro μ hA hB
    -- a right and a left eigenvector give a homogeneous solution
    obtain ⟨u, hu, hAu⟩ := Matrix.exists_mulVec_eq_zero_iff.2 ((mem_spectrum_iff_det A μ).1 hA)
    obtain ⟨w, hw, hBw⟩ := Matrix.exists_vecMul_eq_zero_iff.2 ((mem_spectrum_iff_det B μ).1 hB)
    rw [Matrix.sub_mulVec, Matrix.smul_mulVec, Matrix.one_mulVec, sub_eq_zero] at hAu
    rw [Matrix.vecMul_sub, Matrix.vecMul_smul, Matrix.vecMul_one, sub_eq_zero] at hBw
    have hY : A * vecMulVec u w - vecMulVec u w * B = 0 := by
      rw [Matrix.mul_vecMulVec, Matrix.vecMulVec_mul, ← hAu, ← hBw]
      ext i j
      simp only [Matrix.sub_apply, Matrix.vecMulVec_apply, Pi.smul_apply, smul_eq_mul,
        Matrix.zero_apply]
      ring
    have h0 : vecMulVec u w = 0 := (h 0).unique hY (by simp)
    obtain ⟨i, hi⟩ := Function.ne_iff.1 hu
    obtain ⟨j, hj⟩ := Function.ne_iff.1 hw
    exact mul_ne_zero hi hj (congrFun (congrFun h0 i) j)
  · intro hAB R
    let S : Matrix m n ℂ →ₗ[ℂ] Matrix m n ℂ :=
      { toFun := fun Y => A * Y - Y * B
        map_add' := fun Y Z => by
          rw [Matrix.mul_add, Matrix.add_mul]
          abel
        map_smul' := fun r Y => by
          simp only [Matrix.mul_smul, Matrix.smul_mul, smul_sub, RingHom.id_apply] }
    have hinj : Function.Injective S := (injective_iff_map_eq_zero S).2 fun Y hY =>
      intertwiner_eq_zero hAB (sub_eq_zero.1 hY)
    -- in finite dimension uniqueness gives existence
    obtain ⟨Y, hY⟩ := LinearMap.injective_iff_surjective.1 hinj R
    exact ⟨Y, hY, fun Z hZ => hinj (Eq.trans hZ hY.symm)⟩

/-- If `d - Xb` and `a + bX` share no eigenvalue, a matrix solves the first-order response
equation exactly when it is the derivative of the decoupling matrix. -/
theorem response_iff_eq_deriv (ha : HasMatrixDeriv a a' t) (hb : HasMatrixDeriv b b' t)
    (hc : HasMatrixDeriv c c' t) (hd : HasMatrixDeriv d d' t) (hX : HasMatrixDeriv X X' t)
    (h : ∀ᶠ s in 𝓝 t, decouplingResidual (a s) (b s) (c s) (d s) (X s) = 0)
    (hgap : Disjoint (spectrum ℂ (d t - X t * b t)) (spectrum ℂ (a t + b t * X t)))
    (Y : Matrix m n ℂ) :
    (d t - X t * b t) * Y - Y * (a t + b t * X t) = -decouplingResidual a' b' c' d' (X t)
      ↔ Y = X' := by
  have hX' := response_equation ha hb hc hd hX h
  constructor
  · intro hY
    exact ((uniquely_solvable_iff _ _).2 hgap _).unique hY hX'
  · rintro rfl
    exact hX'

/-- A solution `Y` of the response equation gives the first-order change `a' + b'X + bY` of the
block `a + bX`, if `X` decouples the Hamiltonian at all field strengths near `t` and the blocks `d -
Xb` and `a + bX` share no eigenvalue at `t`. -/
theorem electronic_block_response (ha : HasMatrixDeriv a a' t) (hb : HasMatrixDeriv b b' t)
    (hc : HasMatrixDeriv c c' t) (hd : HasMatrixDeriv d d' t) (hX : HasMatrixDeriv X X' t)
    (h : ∀ᶠ s in 𝓝 t, decouplingResidual (a s) (b s) (c s) (d s) (X s) = 0)
    (hgap : Disjoint (spectrum ℂ (d t - X t * b t)) (spectrum ℂ (a t + b t * X t)))
    {Y : Matrix m n ℂ}
    (hY : (d t - X t * b t) * Y - Y * (a t + b t * X t)
      = -decouplingResidual a' b' c' d' (X t)) :
    HasMatrixDeriv (fun s => a s + b s * X s) (a' + (b' * X t + b t * Y)) t := by
  rw [(response_iff_eq_deriv ha hb hc hd hX h hgap Y).1 hY]
  exact fun i j => (ha i j).fun_add ((hb.mul hX) i j)

/-- The two-level Hamiltonian with diagonal `1 - s²`, `s² - 1` and coupling `2s` is decoupled by
`X = s`; at `s = 0` its blocks are differentiable and `d - Xb`, `a + bX` share no eigenvalue. -/
theorem response_witness :
    let a : ℝ → Matrix (Fin 1) (Fin 1) ℂ := fun s => !![((1 - s ^ 2 : ℝ) : ℂ)]
    let b : ℝ → Matrix (Fin 1) (Fin 1) ℂ := fun s => !![((2 * s : ℝ) : ℂ)]
    let d : ℝ → Matrix (Fin 1) (Fin 1) ℂ := fun s => !![((s ^ 2 - 1 : ℝ) : ℂ)]
    let X : ℝ → Matrix (Fin 1) (Fin 1) ℂ := fun s => !![(s : ℂ)]
    (∀ s, decouplingResidual (a s) (b s) (b s) (d s) (X s) = 0) ∧
      HasMatrixDeriv a !![0] 0 ∧ HasMatrixDeriv b !![2] 0 ∧
      HasMatrixDeriv d !![0] 0 ∧ HasMatrixDeriv X !![1] 0 ∧
      Disjoint (spectrum ℂ (d 0 - X 0 * b 0)) (spectrum ℂ (a 0 + b 0 * X 0)) := by
  intro a b d X
  have lift : ∀ (f : ℝ → ℝ) (f' : ℝ) (z : ℂ), HasDerivAt f f' 0 → (f' : ℂ) = z →
      HasMatrixDeriv (fun s => !![(f s : ℂ)]) !![z] 0 := by
    intro f f' z hf hz i j
    subst hz
    fin_cases i
    fin_cases j
    exact hf.ofReal_comp
  have hsq := hasDerivAt_pow 2 (0 : ℝ)
  refine ⟨fun s => ?_, lift _ _ _ (hsq.const_sub 1) (by norm_num),
    lift _ _ _ ((hasDerivAt_id' (0 : ℝ)).const_mul 2) (by norm_num),
    lift _ _ _ (hsq.sub_const 1) (by norm_num),
    lift _ _ _ (hasDerivAt_id' (0 : ℝ)) (by norm_num), ?_⟩
  · ext i j
    fin_cases i
    fin_cases j
    simp [a, b, d, X, decouplingResidual]
    ring
  · rw [Set.disjoint_left]
    intro μ h1 h2
    rw [mem_spectrum_iff_det, Matrix.det_fin_one] at h1 h2
    have e1 : μ + 1 = 0 := by simpa [b, d, X, Matrix.mul_apply] using h1
    have e2 : μ - 1 = 0 := by simpa [a, b, X, Matrix.mul_apply] using h2
    have e3 : (2 : ℂ) = 0 := by linear_combination e1 - e2
    norm_num at e3

end X2CMagneticResponse
```

```lean
#print axioms X2CMagneticResponse.residual_eq_zero_iff_block_triangular
#print axioms X2CMagneticResponse.response_iff_eq_deriv
#print axioms X2CMagneticResponse.electronic_block_response
```

```
'X2CMagneticResponse.residual_eq_zero_iff_block_triangular' depends on axioms: [propext, Classical.choice, Quot.sound]
'X2CMagneticResponse.response_iff_eq_deriv' depends on axioms: [propext, Classical.choice, Quot.sound]
'X2CMagneticResponse.electronic_block_response' depends on axioms: [propext, Classical.choice, Quot.sound]
```

## How the proof follows the derivation

`HasMatrixDeriv.mul` is the product rule, obtained by differentiating the sum over the inner index. In `response_equation`, `h1` differentiates the residual term by term, and `h2` gives the derivative zero because the residual vanishes near `t`. Derivatives are unique, so the two agree, and `abel` collects the terms. `residual_eq_zero_iff_block_triangular` compares the two block products above.

In `intertwiner_eq_zero`, `hpow` and `hpoly` carry the relation $AY=YB$ to powers and polynomials. `hu` uses the spectral mapping theorem and `mem_spectrum_iff_det` to show that $p(A)$ is invertible. `uniquely_solvable_iff` builds $uw^T$ as `vecMulVec u w` for one direction, and passes from injective to surjective for the other. `response_iff_eq_deriv` combines this with the response equation, and `electronic_block_response` substitutes $Y=X'$ into the product rule. `response_witness` verifies the hypotheses for the two-level model at $s=0$, where the decoupled blocks are $-1$ and $1$.
